# A conserved sum of exchange commutators on a uniform ring of at least four sites

Spins on a closed ring exchange with their nearest neighbours, equally strongly on every bond. Which sums of local quantities stay constant as the spin pattern evolves? One is the sum of the commutators of successive exchanges. For spin ½ it is the first higher charge of the Heisenberg ring. Only this charge is treated here, not the full commuting family behind the ring's integrability.

## Equal exchange on every bond

Number the sites modulo $N$. Let $p_i$ represent the transposition of sites $i$ and $i+1$, and write $[x,y]=xy-yx$. Define

$$H=\sum_i p_i,\qquad q_i=[p_i,p_{i+1}],\qquad Q=\sum_i q_i,$$

$$K_i=[p_{i+2},q_i]+2p_{i+1}.$$

In Lean these are `exchangeSum`, `density`, `charge` and `current`. The type `ZMod N` closes the ring. The map `ρ` sends permutations into any ring `R` and preserves products, so relations between transpositions carry over to the $p_i$.

```lean
import Mathlib

open Equiv

namespace HeisenbergRingCharge

noncomputable section

variable {N : ℕ} [NeZero N] {R : Type*} [Ring R]

/-- The transposition of the neighbouring sites `i` and `i + 1` on a ring of `N` sites. -/
def bond (i : ZMod N) : Perm (ZMod N) := swap i (i + 1)

/-- The exchange Hamiltonian with unit coupling: the sum of all neighbour transpositions,
represented in a ring `R` by `ρ`. -/
def exchangeSum (ρ : Perm (ZMod N) →* R) : R := ∑ i, ρ (bond i)

/-- The charge density at site `i`: the commutator of two successive bond exchanges. -/
def density (ρ : Perm (ZMod N) →* R) (i : ZMod N) : R :=
  ρ (bond i) * ρ (bond (i + 1)) - ρ (bond (i + 1)) * ρ (bond i)

/-- The higher charge: the sum of the charge densities around the ring. -/
def charge (ρ : Perm (ZMod N) →* R) : R := ∑ i, density ρ i

/-- The local current: the commutator of the next bond exchange with the charge density,
plus twice the middle bond exchange. -/
def current (ρ : Perm (ZMod N) →* R) (i : ZMod N) : R :=
  ρ (bond (i + 1 + 1)) * density ρ i - density ρ i * ρ (bond (i + 1 + 1))
    + 2 * ρ (bond (i + 1))
```

Equal coupling is used below when the commutators of $p_{j+1}$ and $p_{j+2}$ with $q_{j+1}$ are added. With different strengths $J_{j+1},J_{j+2}$ on those bonds, a term $2(J_{j+2}-J_{j+1})\,p_{j+1}p_{j+2}p_{j+1}$ would remain, an exchange of next-nearest neighbours. Pairing the other terms into a difference of currents uses equal coupling too.

## At least four sites

The condition $N\ge4$ keeps four successive bonds distinct and the first and third free of a common site. Write $a,b,c,d$ for $p_j,p_{j+1},p_{j+2},p_{j+3}$. Then

$$b^2=c^2=1,\qquad bcb=cbc,\qquad ac=ca.$$

The braid relation holds because both sides exchange the two outer sites. Every bond other than these four commutes with $b$ and $c$, hence with $q_{j+1}=[b,c]$. The inner bonds give

$$[b,[b,c]]=2c-2bcb,\qquad [c,[b,c]]=2cbc-2b,$$

which add up to $2c-2b$. For the outer bond $a$, the Jacobi identity gives

$$[a,[b,c]]+[c,[a,b]]=[b,[a,c]]=0,$$

so $[a,[b,c]]=-[c,q_j]$. Altogether,

$$[H,q_{j+1}]=\big([d,q_{j+1}]+2c\big)-\big([c,q_j]+2b\big)=K_{j+1}-K_j.$$

This is a lattice continuity equation.

In Lean, `steps_ne_zero` supplies the distinctness of sites, `bond_commute` the commuting bonds and `bond_braid` the braid relation. In `continuity`, `hs` reduces the sum to four bonds, `hJ` is the Jacobi step and `hL` the inner-bond step; `noncomm_ring` collects the terms.

```lean
omit [NeZero N] in
/-- A positive number of steps smaller than `N` does not close the ring. -/
theorem steps_ne_zero {k : ℕ} (hk : 0 < k) (hN : k < N) : (k : ZMod N) ≠ 0 := by
  intro h
  exact Nat.not_dvd_of_pos_of_lt hk hN ((CharP.cast_eq_zero_iff (ZMod N) N k).mp h)

omit [NeZero N] in
/-- Bond exchanges without a common site commute. -/
theorem bond_commute {i j : ZMod N} (h : i ≠ j) (h' : i + 1 ≠ j) (h'' : i ≠ j + 1) :
    Commute (bond i) (bond j) := by
  apply Perm.Disjoint.commute
  intro x
  by_cases hx : x = i ∨ x = i + 1
  · right
    rcases hx with hx | hx
    · rw [hx]
      exact swap_apply_of_ne_of_ne h h''
    · rw [hx]
      exact swap_apply_of_ne_of_ne h' (fun e => h (add_right_cancel e))
  · left
    exact swap_apply_of_ne_of_ne (not_or.mp hx).1 (not_or.mp hx).2

omit [NeZero N] in
/-- On a ring of at least three sites, successive bond exchanges obey the braid relation. -/
theorem bond_braid (hN : 3 ≤ N) (i : ZMod N) :
    bond i * bond (i + 1) * bond i = bond (i + 1) * bond i * bond (i + 1) := by
  have n1 : ∀ x : ZMod N, x ≠ x + 1 := fun x h =>
    steps_ne_zero (N := N) (k := 1) (by omega) (by omega)
      (by push_cast; linear_combination (-1 : ZMod N) * h)
  have n2 : i ≠ i + 1 + 1 := fun h =>
    steps_ne_zero (N := N) (k := 2) (by omega) (by omega)
      (by push_cast; linear_combination (-1 : ZMod N) * h)
  -- both sides exchange the two outer sites
  have h1 := swap_mul_swap_mul_swap (n1 i) n2
  have h2 := swap_mul_swap_mul_swap (n1 (i + 1)).symm n2.symm
  rw [swap_comm (i + 1) i, swap_comm (i + 1 + 1) (i + 1), swap_comm i (i + 1 + 1)] at h2
  exact h2.trans h1.symm

/-- Lattice continuity equation: on a ring of at least four sites, the commutator of the
exchange Hamiltonian with a charge density is a difference of neighbouring currents. -/
theorem continuity (hN : 4 ≤ N) (ρ : Perm (ZMod N) →* R) (j : ZMod N) :
    exchangeSum ρ * density ρ (j + 1) - density ρ (j + 1) * exchangeSum ρ
      = current ρ (j + 1) - current ρ j := by
  have n1 : ∀ x : ZMod N, x ≠ x + 1 := fun x h =>
    steps_ne_zero (N := N) (k := 1) (by omega) (by omega)
      (by push_cast; linear_combination (-1 : ZMod N) * h)
  have n2 : ∀ x : ZMod N, x ≠ x + 1 + 1 := fun x h =>
    steps_ne_zero (N := N) (k := 2) (by omega) (by omega)
      (by push_cast; linear_combination (-1 : ZMod N) * h)
  have n3 : ∀ x : ZMod N, x ≠ x + 1 + 1 + 1 := fun x h =>
    steps_ne_zero (N := N) (k := 3) (by omega) (by omega)
      (by push_cast; linear_combination (-1 : ZMod N) * h)
  -- only these four bonds can fail to commute with the density
  have hs := Finset.sum_subset
    (Finset.subset_univ ({j, j + 1, j + 1 + 1, j + 1 + 1 + 1} : Finset (ZMod N)))
    (f := fun i => ρ (bond i) * density ρ (j + 1) - density ρ (j + 1) * ρ (bond i))
    (by
      intro i _ hi
      simp only [Finset.mem_insert, Finset.mem_singleton, not_or] at hi
      obtain ⟨h0, h1, h2, h3⟩ := hi
      have hb := (bond_commute h1 (fun e => h0 (add_right_cancel e)) h2).map ρ
      have hc := (bond_commute h2 (fun e => h1 (add_right_cancel e)) h3).map ρ
      exact sub_eq_zero.mpr ((hb.mul_right hc).sub_right (hc.mul_right hb)).eq)
  rw [Finset.sum_insert (by
        simp only [Finset.mem_insert, Finset.mem_singleton, not_or]
        exact ⟨n1 _, n2 _, n3 _⟩),
    Finset.sum_insert (by
        simp only [Finset.mem_insert, Finset.mem_singleton, not_or]
        exact ⟨n1 _, n2 _⟩),
    Finset.sum_insert (by
        simp only [Finset.mem_singleton]
        exact n1 _),
    Finset.sum_singleton, Finset.sum_sub_distrib, ← Finset.sum_mul, ← Finset.mul_sum] at hs
  have hsq : ∀ i : ZMod N, ρ (bond i) * ρ (bond i) = 1 := fun i => by
    rw [← map_mul, bond, swap_mul_self, map_one]
  have hb := hsq (j + 1)
  have hc := hsq (j + 1 + 1)
  have hbraid := congrArg ρ (bond_braid (by omega) (j + 1))
  simp only [map_mul] at hbraid
  have hac := ((bond_commute (n2 j) (n1 (j + 1)) (n3 j)).map ρ).eq
  refine hs.symm.trans ?_
  simp only [current, density]
  generalize ρ (bond j) = a at *
  generalize ρ (bond (j + 1)) = b at *
  generalize ρ (bond (j + 1 + 1)) = c at *
  generalize ρ (bond (j + 1 + 1 + 1)) = d at *
  -- outer bonds: Jacobi identity
  have hJ : a * (b * c - c * b) - (b * c - c * b) * a
      + (c * (a * b - b * a) - (a * b - b * a) * c) = 0 := by
    calc _ = b * (a * c - c * a) - (a * c - c * a) * b := by noncomm_ring
      _ = 0 := by rw [hac]; simp
  -- inner bonds: involution and braid relations
  have hL : b * (b * c - c * b) - (b * c - c * b) * b
      + (c * (b * c - c * b) - (b * c - c * b) * c) = 2 * c - 2 * b := by
    calc _ = (b * b) * c + c * (b * b) - (c * c) * b - b * (c * c)
          + 2 * (c * b * c - b * c * b) := by noncomm_ring
      _ = 2 * c - 2 * b := by rw [hb, hc, hbraid]; noncomm_ring
  linear_combination (norm := noncomm_ring) hJ + hL
```

At $N=3$ the first and third bonds share a site, and the continuity equation fails in the integer group algebra. The charge still commutes with $H$ there, since $H$ is then the sum of all transpositions and so central.

## No ends to the chain

Summing the continuity equation over $j$ gives

$$[H,Q]=\sum_j K_{j+1}-\sum_j K_j=0,$$

because a shift by one site only relabels a sum around the ring. `charge_conserved` performs this relabelling with `Equiv.sum_comp`. On an open chain of three sites, with bonds $b$ and $c$, the commutator is $2c-2b$, which is nonzero in the integer group algebra.

`groupAlgebra_charge_conserved` states the result for that algebra, where `Commute` means that the two products agree.

```lean
/-- On a ring of at least four sites, the exchange Hamiltonian commutes with the higher
charge in every representation of the site permutations. -/
theorem charge_conserved (hN : 4 ≤ N) (ρ : Perm (ZMod N) →* R) :
    Commute (exchangeSum ρ) (charge ρ) := by
  have hq : charge ρ = ∑ j, density ρ (j + 1) :=
    (Equiv.sum_comp (Equiv.addRight (1 : ZMod N)) (density ρ)).symm
  have hcur : ∑ j, current ρ (j + 1) = ∑ j, current ρ j :=
    Equiv.sum_comp (Equiv.addRight (1 : ZMod N)) (current ρ)
  apply sub_eq_zero.mp
  -- the currents cancel around the ring
  rw [hq, Finset.mul_sum, Finset.sum_mul, ← Finset.sum_sub_distrib,
    Finset.sum_congr rfl fun j _ => continuity hN ρ j, Finset.sum_sub_distrib, hcur, sub_self]

/-- In the integer group algebra of the permutations of `N ≥ 4` sites on a ring, the sum of the
neighbour transpositions commutes with the sum of the commutators of successive ones. -/
theorem groupAlgebra_charge_conserved (hN : 4 ≤ N) :
    let p : ZMod N → MonoidAlgebra ℤ (Perm (ZMod N)) := fun i => MonoidAlgebra.of ℤ _ (bond i)
    Commute (∑ i, p i) (∑ i, (p i * p (i + 1) - p (i + 1) * p i)) :=
  charge_conserved hN (MonoidAlgebra.of ℤ (Perm (ZMod N)))
```

## Exchange acting on spin states

`spinAction` permutes the arguments of a many-spin wavefunction. Here `S` is the set of basis spin states of one site, such as up and down, not a spin operator. Conservation holds for any such set and any complex coupling `J`; a physical Hamiltonian has real `J`.

```lean
/-- Site permutations acting on many-spin wavefunctions, where `S` is the set of spin states
of one site. -/
def spinAction (S : Type*) : Perm (ZMod N) →* Module.End ℂ ((ZMod N → S) → ℂ) where
  toFun g :=
    { toFun := fun ψ s => ψ (s ∘ g)
      map_add' := fun _ _ => rfl
      map_smul' := fun _ _ => rfl }
  map_one' := LinearMap.ext fun _ => rfl
  map_mul' _ _ := LinearMap.ext fun _ => rfl

/-- For spins of any size on a ring of at least four sites, the exchange Hamiltonian with
coupling `J` commutes with the higher charge. -/
theorem spin_charge_conserved (hN : 4 ≤ N) (S : Type*) (J : ℂ) :
    Commute (J • exchangeSum (spinAction (N := N) S)) (charge (spinAction S)) :=
  (charge_conserved hN (spinAction S)).smul_left J
```

The step to the Heisenberg model is the spin-½ identity $p_i=\tfrac12+2\,\mathbf S_i\cdot\mathbf S_{i+1}$, with $\mathbf S_i$ the spin operator in units of $\hbar$. It is used here as known. For larger spins, site exchange is not simply this bilinear coupling. Since $Q$ is anti-Hermitian, the observable is $iQ$, which can help label the eigenstates of a finite uniform spin-½ ring.

## Five sites and two spin states

Conservation would be empty if $Q$ vanished. With at most one spin state per site it does, because every permutation acts as the identity.

With two states available, put a distinguished spin at site 0, and let $\psi$ be 1 when site 2 carries that state and 0 otherwise. Only $p_0p_1$ contributes, since it takes 2 to 1 and then to 0. The reversed products never take 2 to 0 when $N\ge5$. Thus $Q\psi$ equals 1 on this configuration. In the proof, `hd` evaluates each density, so that the values sum to 1, while `key` derives from the assumption $Q=0$ that they sum to 0, a contradiction.

```lean
/-- On a ring of at least five sites with at least two spin states per site, the higher charge
is a nonzero operator. -/
theorem spin_charge_ne_zero (hN : 5 ≤ N) (S : Type*) [Nontrivial S] :
    charge (spinAction (N := N) S) ≠ 0 := by
  classical
  intro h0
  obtain ⟨a, b, hab⟩ := exists_pair_ne S
  -- one distinguished spin at site 0, detected at site 2
  let ψ : (ZMod N → S) → ℂ := fun s => if s 2 = a then 1 else 0
  let s : ZMod N → S := fun x => if x = 0 then a else b
  have hψ : ∀ g : Perm (ZMod N), spinAction S g ψ s = if g 2 = 0 then 1 else 0 := by
    intro g
    change (if (if g 2 = 0 then a else b) = a then (1 : ℂ) else 0) = _
    by_cases h : g 2 = 0 <;> simp [h, hab.symm]
  have k1 : (1 : ZMod N) ≠ 0 := by
    exact_mod_cast steps_ne_zero (N := N) (k := 1) (by omega) (by omega)
  have k2 : (2 : ZMod N) ≠ 0 := by
    exact_mod_cast steps_ne_zero (N := N) (k := 2) (by omega) (by omega)
  have k3 : (3 : ZMod N) ≠ 0 := by
    exact_mod_cast steps_ne_zero (N := N) (k := 3) (by omega) (by omega)
  have k4 : (4 : ZMod N) ≠ 0 := by
    exact_mod_cast steps_ne_zero (N := N) (k := 4) (by omega) (by omega)
  have hd : ∀ i, density (spinAction S) i ψ s = if i = 0 then 1 else 0 := by
    intro i
    have hA : (bond i * bond (i + 1) : Perm (ZMod N)) 2 = 0 ↔ i = 0 := by
      simp only [bond, Perm.mul_apply, swap_apply_def]
      split_ifs <;> grind
    have hB : (bond (i + 1) * bond i : Perm (ZMod N)) 2 ≠ 0 := by
      simp only [bond, Perm.mul_apply, swap_apply_def]
      split_ifs <;> grind
    change spinAction S (bond i * bond (i + 1)) ψ s
      - spinAction S (bond (i + 1) * bond i) ψ s = _
    rw [hψ, hψ, if_neg hB, sub_zero]
    by_cases hi : i = 0
    · rw [if_pos (hA.mpr hi), if_pos hi]
    · rw [if_neg (mt hA.mp hi), if_neg hi]
  have key : ∑ i, density (spinAction S) i ψ s = 0 := by
    have h := congrFun (LinearMap.congr_fun h0 ψ) s
    simpa only [charge, LinearMap.sum_apply, Finset.sum_apply, LinearMap.zero_apply,
      Pi.zero_apply] using h
  simp [hd] at key

end

end HeisenbergRingCharge
```

At $N=4$ site 0 is also two steps ahead of site 2, and this matrix element cancels. That defeats the chosen probe without implying $Q=0$.

```lean
#print axioms HeisenbergRingCharge.groupAlgebra_charge_conserved
#print axioms HeisenbergRingCharge.spin_charge_conserved
#print axioms HeisenbergRingCharge.spin_charge_ne_zero
```

```
'HeisenbergRingCharge.groupAlgebra_charge_conserved' depends on axioms: [propext, Classical.choice, Quot.sound]
'HeisenbergRingCharge.spin_charge_conserved' depends on axioms: [propext, Classical.choice, Quot.sound]
'HeisenbergRingCharge.spin_charge_ne_zero' depends on axioms: [propext, Classical.choice, Quot.sound]
```
